# Third-order energy of a state singled out at first order within a degenerate level

## Energy as a solvability condition

A third-order energy is taken here to be a number $E_3$ for which the Rayleigh–Schrödinger equations through third order have a solution. Defining it as the $\lambda^3$ coefficient of an eigenvalue of $H_0+\lambda V$ would tie it directly to the spectrum, but would also require an eigenvalue branch with an expansion through third order in $\lambda$. The equations need only algebra and say nothing about convergence.

Let $H_0$ and $V$ be Hermitian. Let the orthonormal states $b_j$ span the eigenspace of $H_0$ at $E_0$, with projector $P$, and let $\langle b_i,Vb_j\rangle=x_j\delta_{ij}$. The reduced resolvent $R$ satisfies $(E_0-H_0)R=1-P$ and $PR=0$. Starting from $b_k$, with corrections $\psi_n\perp b_k$, the equations are

$$(E_0-H_0)\psi_1=(V-E_1)b_k,$$
$$(E_0-H_0)\psi_2=(V-E_1)\psi_1-E_2b_k,$$
$$(E_0-H_0)\psi_3=(V-E_1)\psi_2-E_2\psi_1-E_3b_k.$$

## The formula and its scope

If $x_j\ne x_k$ for all $j\ne k$, then $E_3$ is a third-order energy from $b_k$ exactly when

$$E_3=\langle b_k,VR(V-x_k)RVb_k\rangle+\sum_{j\ne k}\frac{|\langle b_j,VRVb_k\rangle|^2}{x_k-x_j}.$$

This is `third_order_energy_iff`; `twofold_level` is the case of two states. For a finite-matrix Hamiltonian whose first-order splitting isolates the chosen state, the formula gives the third-order energy from the unperturbed energies and the matrix elements of $V$ between unperturbed eigenstates.

In Lean, `DegenerateLevel` collects the assumptions on the level, `Solves` the three equations with the orthogonality conditions, and `HasThirdOrderEnergy` says that some solution has the given $E_3$. The two terms of the formula are `regularTerm` and `couplingTerm`.

The space `F` may be infinite-dimensional and need not be complete, but the level is finite and $H_0$, $V$ and $R$ must map all of `F` into itself. An unbounded Hamiltonian is therefore covered only when `F` can be taken as a domain that all three preserve. The existence of $R$ is assumed; for a finite Hermitian matrix $H_0$ it is automatic. The other $x_j$ may coincide with one another.

## Derivation

Projecting the first equation on $b_k$ gives $E_1=x_k$. Put $\varphi=RVb_k$. Since $(E_0-H_0)\varphi=Vb_k-x_kb_k$, the difference $\psi_1-\varphi$ lies in the level:

$$\psi_1=\varphi+\sum_j c_jb_j,\qquad c_j=\langle b_j,\psi_1\rangle,\quad c_k=0.$$

For $j\ne k$, the second equation projected on $b_j$ gives $\langle b_j,(V-x_k)\psi_1\rangle=0$, hence

$$w_j:=\langle b_j,VRVb_k\rangle=(x_k-x_j)c_j.$$

The third equation projected on $b_k$, followed by Hermiticity and the first two equations, gives

$$E_3=\langle(V-x_k)b_k,\psi_2\rangle=\langle\psi_1,(E_0-H_0)\psi_2\rangle=\langle\psi_1,(V-x_k)\psi_1\rangle.$$

The level part of the left-hand $\psi_1$ contributes nothing, by the projected second equation and $c_k=0$. Expanding the right-hand one leaves

$$E_3=\langle\varphi,(V-x_k)\varphi\rangle+\sum_jc_j\overline{w_j}.$$

Here $c_j\overline{w_j}=|w_j|^2/(x_k-x_j)$ for $j\ne k$. Finally, $R$ is symmetric, because

$$\langle R\eta,\chi\rangle=\langle R\eta,(E_0-H_0)R\chi\rangle=\langle(E_0-H_0)R\eta,R\chi\rangle=\langle\eta,R\chi\rangle,$$

which turns the first term into the stated one.

Conversely, $(E_0-H_0)\psi=s$ is solved by $Rs$ when $s$ is orthogonal to the level. Adding $\sum_{j\ne k}u_jb_j$ to $\psi$ keeps the equation and shifts $\langle b_j,(V-x_k)\psi\rangle$ by $(x_j-x_k)u_j$. These overlaps can therefore be set to $0$ for $\psi_1$ and to $E_2c_j$ for $\psi_2$. With $E_2=\langle b_k,V\psi_1\rangle$ and $E_3=\langle b_k,V\psi_2\rangle$, each next source is orthogonal to the level, and a solution exists.

## A three-state example

Take $H_0=\mathrm{diag}(0,0,1)$, $R=\mathrm{diag}(0,0,-1)$ and

$$V=\begin{pmatrix}1&0&1\\0&-1&1\\1&1&0\end{pmatrix}.$$

With $b_0=(1,0,0)$ and $b_1=(0,1,0)$, we have $x_0=1$ and $x_1=-1$. Then $RVb_0=(0,0,-1)$ and $VRVb_0=(-1,-1,0)$. The regular term is $0-1=-1$, the coupling term is $1/(1+1)=1/2$, and $E_3=-1/2$.

## The Lean file

```lean
import Mathlib

open scoped InnerProductSpace ComplexConjugate

namespace DegenerateThirdOrder

noncomputable section

variable {F ι : Type*} [NormedAddCommGroup F] [InnerProductSpace ℂ F]
  [Fintype ι] [DecidableEq ι]

/-- `H₀` and `V` are symmetric, the states `b j` are an orthonormal basis of the eigenspace of `H₀`
at `E₀`, they diagonalise `V` inside it with values `x j`, and `R` is the reduced resolvent `(E₀ -
H₀)⁻¹` off the level. -/
structure DegenerateLevel (H₀ V R : F →ₗ[ℂ] F) (E₀ : ℝ) (b : ι → F) (x : ι → ℝ) : Prop where
  symH : H₀.IsSymmetric
  symV : V.IsSymmetric
  orthonormal : ∀ i j, ⟪b i, b j⟫_ℂ = if i = j then 1 else 0
  eigen : ∀ j, H₀ (b j) = (E₀ : ℂ) • b j
  complete : ∀ ψ, H₀ ψ = (E₀ : ℂ) • ψ → ∑ j, ⟪b j, ψ⟫_ℂ • b j = ψ
  diag : ∀ i j, ⟪b i, V (b j)⟫_ℂ = if i = j then (x j : ℂ) else 0
  resolvent : ∀ φ, (E₀ : ℂ) • R φ - H₀ (R φ) = φ - ∑ j, ⟪b j, φ⟫_ℂ • b j
  resolvent_orth : ∀ j φ, ⟪b j, R φ⟫_ℂ = 0

/-- The Rayleigh-Schroedinger equations of orders one to three for the zeroth-order state `a`,
with all corrections orthogonal to `a`. -/
structure Solves (H₀ V : F →ₗ[ℂ] F) (E₀ : ℝ) (a : F) (E₁ E₂ E₃ : ℂ) (ψ₁ ψ₂ ψ₃ : F) : Prop where
  first : H₀ ψ₁ + V a = (E₀ : ℂ) • ψ₁ + E₁ • a
  second : H₀ ψ₂ + V ψ₁ = (E₀ : ℂ) • ψ₂ + E₁ • ψ₁ + E₂ • a
  third : H₀ ψ₃ + V ψ₂ = (E₀ : ℂ) • ψ₃ + E₁ • ψ₂ + E₂ • ψ₁ + E₃ • a
  orth₁ : ⟪a, ψ₁⟫_ℂ = 0
  orth₂ : ⟪a, ψ₂⟫_ℂ = 0
  orth₃ : ⟪a, ψ₃⟫_ℂ = 0

/-- `E₃` is the third-order energy of some solution through third order starting from `a`. -/
def HasThirdOrderEnergy (H₀ V : F →ₗ[ℂ] F) (E₀ : ℝ) (a : F) (E₃ : ℂ) : Prop :=
  ∃ E₁ E₂ ψ₁ ψ₂ ψ₃, Solves H₀ V E₀ a E₁ E₂ E₃ ψ₁ ψ₂ ψ₃

/-- The expression `⟨a, V R (V - x) R V a⟩`. -/
def regularTerm (V R : F →ₗ[ℂ] F) (x : ℝ) (a : F) : ℂ :=
  ⟪a, V (R (V (R (V a)) - (x : ℂ) • R (V a)))⟫_ℂ

/-- The sum of `|⟨b j, V R V b k⟩|² / (x k - x j)` over the states with `x j ≠ x k`. -/
def couplingTerm (V R : F →ₗ[ℂ] F) (b : ι → F) (x : ι → ℝ) (k : ι) : ℂ :=
  ∑ j, if x j ≠ x k then ((‖⟪b j, V (R (V (b k)))⟫_ℂ‖ ^ 2 / (x k - x j) : ℝ) : ℂ) else 0

variable {H₀ V R : F →ₗ[ℂ] F} {E₀ : ℝ} {b : ι → F} {x : ι → ℝ}

/-- The reduced resolvent is a symmetric operator. -/
theorem resolvent_symm (h : DegenerateLevel H₀ V R E₀ b x) (φ χ : F) :
    ⟪R φ, χ⟫_ℂ = ⟪φ, R χ⟫_ℂ := by
  have z : ∀ j, ⟪R φ, b j⟫_ℂ = 0 := fun j => inner_eq_zero_symm.mp (h.resolvent_orth j φ)
  have h1 := congrArg (fun v => ⟪R φ, v⟫_ℂ) (h.resolvent χ)
  have h2 := congrArg (fun v => ⟪v, R χ⟫_ℂ) (h.resolvent φ)
  simp only [inner_sub_right, inner_sub_left, inner_smul_right, inner_smul_left, inner_sum,
    sum_inner, Complex.conj_ofReal, h.resolvent_orth, z, mul_zero, Finset.sum_const_zero,
    sub_zero] at h1 h2
  have hs : ⟪H₀ (R φ), R χ⟫_ℂ = ⟪R φ, H₀ (R χ)⟫_ℂ := h.symH _ _
  linear_combination h2 - h1 + hs

/-- `R V b k` solves the first-order equation with first-order energy `x k`. -/
theorem first_order (h : DegenerateLevel H₀ V R E₀ b x) (k : ι) :
    (E₀ : ℂ) • R (V (b k)) - H₀ (R (V (b k))) = V (b k) - (x k : ℂ) • b k := by
  rw [h.resolvent]
  simp [h.diag, ite_smul]

/-- Every solution through third order from `b k` has the regular term plus the coupling term as
its third-order energy. -/
theorem energy_formula (h : DegenerateLevel H₀ V R E₀ b x) (k : ι) {E₃ : ℂ}
    (hE : HasThirdOrderEnergy H₀ V E₀ (b k) E₃) :
    E₃ = regularTerm V R (x k) (b k) + couplingTerm V R b x k := by
  obtain ⟨E₁, E₂, ψ₁, ψ₂, ψ₃, s⟩ := hE
  have hH : ∀ j ψ, ⟪b j, H₀ ψ⟫_ℂ = E₀ * ⟪b j, ψ⟫_ℂ := fun j ψ => by
    have e : ⟪H₀ (b j), ψ⟫_ℂ = ⟪b j, H₀ ψ⟫_ℂ := h.symH _ _
    rw [← e, h.eigen, inner_smul_left, Complex.conj_ofReal]
  have nk : ⟪b k, b k⟫_ℂ = 1 := (h.orthonormal k k).trans (if_pos rfl)
  have dk : ⟪b k, V (b k)⟫_ℂ = x k := by simp [h.diag]
  have hE₁ : E₁ = x k := by
    have e := congrArg (fun v => ⟪b k, v⟫_ℂ) s.first
    simp only [inner_add_right, inner_smul_right, hH] at e
    linear_combination -e + dk - E₁ * nk
  subst hE₁
  -- the first correction is `R V b k` plus a part inside the level
  have hψ : ψ₁ = R (V (b k)) + ∑ j, ⟪b j, ψ₁⟫_ℂ • b j := by
    have hk := h.complete (ψ₁ - R (V (b k))) (by
      rw [map_sub]
      linear_combination (norm := module) s.first + first_order h k)
    simp only [inner_sub_right, h.resolvent_orth, sub_zero] at hk
    rw [hk]
    abel
  have z : ∀ j, ⟪R (V (b k)), b j⟫_ℂ = 0 :=
    fun j => inner_eq_zero_symm.mp (h.resolvent_orth j _)
  -- the second-order equation seen from inside the level
  have hg : ∀ j, j ≠ k → ⟪b j, V ψ₁ - (x k : ℂ) • ψ₁⟫_ℂ = 0 := fun j hj => by
    have e := congrArg (fun v => ⟪b j, v⟫_ℂ) s.second
    simp only [inner_add_right, inner_smul_right, hH, h.orthonormal, if_neg hj] at e
    rw [inner_sub_right, inner_smul_right]
    linear_combination e
  have hw : ∀ j, j ≠ k → ⟪b j, V (R (V (b k)))⟫_ℂ = (x k - x j) * ⟪b j, ψ₁⟫_ℂ := fun j hj => by
    have e : ⟪b j, V ψ₁⟫_ℂ = ⟪b j, V (R (V (b k)))⟫_ℂ + ⟪b j, ψ₁⟫_ℂ * x j :=
      (congrArg (fun v => ⟪b j, V v⟫_ℂ) hψ).trans (by
        simp [h.diag])
    have g := hg j hj
    rw [inner_sub_right, inner_smul_right] at g
    linear_combination g - e
  -- hermiticity moves the second correction out of the energy
  have hE₃ : E₃ = ⟪ψ₁, V ψ₁ - (x k : ℂ) • ψ₁⟫_ℂ := by
    have e1 := congrArg (fun v => ⟪v, ψ₂⟫_ℂ) s.first
    have e2 := congrArg (fun v => ⟪ψ₁, v⟫_ℂ) s.second
    have e3 := congrArg (fun v => ⟪b k, v⟫_ℂ) s.third
    have o : ⟪ψ₁, b k⟫_ℂ = 0 := inner_eq_zero_symm.mp s.orth₁
    simp only [inner_add_right, inner_add_left, inner_smul_right, inner_smul_left,
      Complex.conj_ofReal, hH, nk, s.orth₁, o] at e1 e2 e3
    have sH : ⟪H₀ ψ₁, ψ₂⟫_ℂ = ⟪ψ₁, H₀ ψ₂⟫_ℂ := h.symH _ _
    have sV : ⟪V (b k), ψ₂⟫_ℂ = ⟪b k, V ψ₂⟫_ℂ := h.symV _ _
    rw [inner_sub_right, inner_smul_right]
    linear_combination e1 - e2 - e3 - sH - sV
  have hl : ⟪ψ₁, V ψ₁ - (x k : ℂ) • ψ₁⟫_ℂ = ⟪R (V (b k)), V ψ₁ - (x k : ℂ) • ψ₁⟫_ℂ := by
    refine (congrArg (fun v => ⟪v, V ψ₁ - (x k : ℂ) • ψ₁⟫_ℂ) hψ).trans ?_
    simp only [inner_add_left, sum_inner, inner_smul_left]
    rw [Finset.sum_eq_zero, add_zero]
    intro j _
    by_cases hj : j = k
    · rw [hj, s.orth₁, map_zero, zero_mul]
    · rw [hg j hj, mul_zero]
  have hr : ⟪R (V (b k)), V ψ₁⟫_ℂ = ⟪R (V (b k)), V (R (V (b k)))⟫_ℂ
      + ∑ j, ⟪b j, ψ₁⟫_ℂ * ⟪R (V (b k)), V (b j)⟫_ℂ :=
    (congrArg (fun v => ⟪R (V (b k)), V v⟫_ℂ) hψ).trans (by
      simp only [map_add, map_sum, map_smul, inner_add_right, inner_sum, inner_smul_right])
  have hn : ⟪R (V (b k)), ψ₁⟫_ℂ = ⟪R (V (b k)), R (V (b k))⟫_ℂ :=
    (congrArg (fun v => ⟪R (V (b k)), v⟫_ℂ) hψ).trans (by
      simp only [inner_add_right, inner_sum, inner_smul_right, z, mul_zero,
        Finset.sum_const_zero, add_zero])
  have hreg : regularTerm V R (x k) (b k) = ⟪R (V (b k)), V (R (V (b k)))⟫_ℂ
      - x k * ⟪R (V (b k)), R (V (b k))⟫_ℂ := by
    rw [← inner_smul_right, ← inner_sub_right, resolvent_symm h]
    exact (h.symV _ _).symm
  have hc : ∑ j, ⟪b j, ψ₁⟫_ℂ * ⟪R (V (b k)), V (b j)⟫_ℂ = couplingTerm V R b x k := by
    refine Finset.sum_congr rfl fun j _ => ?_
    have e : ⟪R (V (b k)), V (b j)⟫_ℂ = conj ⟪b j, V (R (V (b k)))⟫_ℂ :=
      (h.symV _ _).symm.trans (inner_conj_symm _ _).symm
    rw [e]
    by_cases hx : x j = x k
    · rw [if_neg (not_not.mpr hx)]
      by_cases hj : j = k
      · rw [hj, s.orth₁, zero_mul]
      · rw [hw j hj, hx, sub_self, zero_mul, map_zero, mul_zero]
    · have hj : j ≠ k := fun e => hx (by rw [e])
      have hne : (x k : ℂ) - x j ≠ 0 :=
        sub_ne_zero.mpr fun e => hx (Complex.ofReal_injective e).symm
      rw [if_pos hx, Complex.ofReal_div, ← Complex.normSq_eq_norm_sq, ← Complex.mul_conj,
        Complex.ofReal_sub, eq_div_iff hne]
      linear_combination (-(conj ⟪b j, V (R (V (b k)))⟫_ℂ)) * hw j hj
  rw [hE₃, hl, inner_sub_right, inner_smul_right, hr, hn, hreg, hc]
  ring

/-- If `x k` differs from the other `x j` and `χ` is orthogonal to `b k`, a component inside the
level can be added to `χ` so that the sum `ψ` is still orthogonal to `b k` and `(V - x k) ψ` has
prescribed overlaps `t j` with the other states `b j`. -/
theorem adjust (h : DegenerateLevel H₀ V R E₀ b x) (k : ι) (hx : ∀ j, j ≠ k → x j ≠ x k)
    (χ : F) (hχ : ⟪b k, χ⟫_ℂ = 0) (t : ι → ℂ) :
    ∃ ψ, ⟪b k, ψ⟫_ℂ = 0 ∧ (E₀ : ℂ) • ψ - H₀ ψ = (E₀ : ℂ) • χ - H₀ χ ∧
      ∀ j, j ≠ k → ⟪b j, V ψ⟫_ℂ - x k * ⟪b j, ψ⟫_ℂ = t j := by
  obtain ⟨u, hu⟩ : ∃ u : ι → ℂ, u = fun j => if j = k then 0 else
    (t j - (⟪b j, V χ⟫_ℂ - x k * ⟪b j, χ⟫_ℂ)) / ((x j : ℂ) - x k) := ⟨_, rfl⟩
  have c1 : ∀ i, ⟪b i, ∑ j, u j • b j⟫_ℂ = u i := fun i => by
    simp [h.orthonormal]
  have c2 : ∀ i, ⟪b i, V (∑ j, u j • b j)⟫_ℂ = u i * x i := fun i => by
    simp [h.diag]
  have c3 : H₀ (∑ j, u j • b j) = (E₀ : ℂ) • ∑ j, u j • b j := by
    simp only [map_sum, map_smul, h.eigen, Finset.smul_sum]
    exact Finset.sum_congr rfl fun j _ => smul_comm _ _ _
  refine ⟨χ + ∑ j, u j • b j, ?_, ?_, fun j hj => ?_⟩
  · rw [inner_add_right, hχ, c1, hu]
    simp
  · rw [map_add, c3]
    module
  · have hne : (x j : ℂ) - x k ≠ 0 :=
      sub_ne_zero.mpr fun e => hx j hj (Complex.ofReal_injective e)
    have e : u j * ((x j : ℂ) - x k) = t j - (⟪b j, V χ⟫_ℂ - x k * ⟪b j, χ⟫_ℂ) := by
      simp only [hu, if_neg hj]
      exact div_mul_cancel₀ _ hne
    rw [map_add, inner_add_right, inner_add_right, c1, c2]
    linear_combination e

/-- If `x k` differs from the other `x j`, a solution through third order from `b k` exists. -/
theorem exists_energy (h : DegenerateLevel H₀ V R E₀ b x) (k : ι)
    (hx : ∀ j, j ≠ k → x j ≠ x k) : ∃ E₃, HasThirdOrderEnergy H₀ V E₀ (b k) E₃ := by
  have solve : ∀ s, (∀ j, ⟪b j, s⟫_ℂ = 0) → (E₀ : ℂ) • R s - H₀ (R s) = s := fun s hs => by
    rw [h.resolvent]
    simp [hs]
  obtain ⟨ψ₁, o1, d1, p1⟩ := adjust h k hx _ (h.resolvent_orth k (V (b k))) (fun _ => 0)
  have s2 := solve (V ψ₁ - (x k : ℂ) • ψ₁ - ⟪b k, V ψ₁⟫_ℂ • b k) (fun j => by
    by_cases hj : j = k
    · subst hj
      simp only [inner_sub_right, inner_smul_right, o1, h.orthonormal, ↓reduceIte]
      ring
    · have q : ⟪b j, V ψ₁⟫_ℂ - x k * ⟪b j, ψ₁⟫_ℂ = 0 := p1 j hj
      simp only [inner_sub_right, inner_smul_right, h.orthonormal, if_neg hj]
      linear_combination q)
  obtain ⟨ψ₂, o2, d2, p2⟩ := adjust h k hx _ (h.resolvent_orth k
    (V ψ₁ - (x k : ℂ) • ψ₁ - ⟪b k, V ψ₁⟫_ℂ • b k)) (fun j => ⟪b k, V ψ₁⟫_ℂ * ⟪b j, ψ₁⟫_ℂ)
  have s3 := solve (V ψ₂ - (x k : ℂ) • ψ₂ - ⟪b k, V ψ₁⟫_ℂ • ψ₁ - ⟪b k, V ψ₂⟫_ℂ • b k)
    (fun j => by
      by_cases hj : j = k
      · subst hj
        simp only [inner_sub_right, inner_smul_right, o1, o2, h.orthonormal, ↓reduceIte]
        ring
      · have q : ⟪b j, V ψ₂⟫_ℂ - x k * ⟪b j, ψ₂⟫_ℂ = ⟪b k, V ψ₁⟫_ℂ * ⟪b j, ψ₁⟫_ℂ := p2 j hj
        simp only [inner_sub_right, inner_smul_right, h.orthonormal, if_neg hj]
        linear_combination q)
  refine ⟨⟪b k, V ψ₂⟫_ℂ, x k, ⟪b k, V ψ₁⟫_ℂ, ψ₁, ψ₂, _, ?_, ?_, ?_, o1, o2,
    h.resolvent_orth k (V ψ₂ - (x k : ℂ) • ψ₂ - ⟪b k, V ψ₁⟫_ℂ • ψ₁ - ⟪b k, V ψ₂⟫_ℂ • b k)⟩
  · linear_combination (norm := module) -d1 - first_order h k
  · linear_combination (norm := module) -d2 - s2
  · linear_combination (norm := module) -s3

/-- Degenerate third order: if `x k` differs from the other `x j`, the third-order energies of
solutions from `b k` are exactly the one value regular term plus coupling term. -/
theorem third_order_energy_iff (h : DegenerateLevel H₀ V R E₀ b x) (k : ι)
    (hx : ∀ j, j ≠ k → x j ≠ x k) (E₃ : ℂ) :
    HasThirdOrderEnergy H₀ V E₀ (b k) E₃ ↔
      E₃ = regularTerm V R (x k) (b k) + couplingTerm V R b x k := by
  refine ⟨energy_formula h k, fun e => ?_⟩
  obtain ⟨E, hE⟩ := exists_energy h k hx
  rwa [e, ← energy_formula h k hE]

/-- For a twofold level with distinct first-order energies, the third-order energy from `b 0` is
`⟨b 0, V R (V - x 0) R V b 0⟩ + |⟨b 1, V R V b 0⟩|² / (x 0 - x 1)`. -/
theorem twofold_level {b : Fin 2 → F} {x : Fin 2 → ℝ} (h : DegenerateLevel H₀ V R E₀ b x)
    (hx : x 1 ≠ x 0) (E₃ : ℂ) :
    HasThirdOrderEnergy H₀ V E₀ (b 0) E₃ ↔
      E₃ = ⟪b 0, V (R (V (R (V (b 0))) - (x 0 : ℂ) • R (V (b 0))))⟫_ℂ
        + ((‖⟪b 1, V (R (V (b 0)))⟫_ℂ‖ ^ 2 / (x 0 - x 1) : ℝ) : ℂ) := by
  rw [third_order_energy_iff h 0 (Fin.forall_fin_two.2 ⟨fun e => absurd rfl e, fun _ => hx⟩),
    couplingTerm, Fin.sum_univ_two, if_neg (not_not.mpr rfl), if_pos hx, zero_add, regularTerm]

/-- Summed over the whole level, the third-order energies equal the sum of the regular terms. -/
theorem sum_rule (h : DegenerateLevel H₀ V R E₀ b x) (E₃ : ι → ℂ)
    (hE : ∀ k, HasThirdOrderEnergy H₀ V E₀ (b k) (E₃ k)) :
    ∑ k, E₃ k = ∑ k, regularTerm V R (x k) (b k) := by
  have hw : ∀ j k, ‖⟪b j, V (R (V (b k)))⟫_ℂ‖ = ‖⟪b k, V (R (V (b j)))⟫_ℂ‖ := fun j k => by
    have e1 : ⟪V (b j), R (V (b k))⟫_ℂ = ⟪b j, V (R (V (b k)))⟫_ℂ := h.symV _ _
    have e2 : ⟪V (R (V (b j))), b k⟫_ℂ = ⟪R (V (b j)), V (b k)⟫_ℂ := h.symV _ _
    rw [← e1, ← resolvent_symm h, ← e2, norm_inner_symm]
  -- the coupling terms are antisymmetric in the two states
  have hS : ∑ k, couplingTerm V R b x k = -∑ k, couplingTerm V R b x k := by
    unfold couplingTerm
    conv_lhs => rw [Finset.sum_comm]
    simp only [← Finset.sum_neg_distrib]
    refine Finset.sum_congr rfl fun j _ => Finset.sum_congr rfl fun k _ => ?_
    by_cases hx : x j = x k
    · rw [if_neg (not_not.mpr hx), if_neg (not_not.mpr hx.symm), neg_zero]
    · rw [if_pos hx, if_pos (Ne.symm hx), hw j k, ← Complex.ofReal_neg,
        ← neg_sub (x j) (x k), div_neg]
  rw [Finset.sum_congr rfl fun k _ => energy_formula h k (hE k), Finset.sum_add_distrib]
  linear_combination hS / 2

/-- The operator on three-state vectors given by a matrix. -/
def act (M : Matrix (Fin 3) (Fin 3) ℂ) :
    EuclideanSpace ℂ (Fin 3) →ₗ[ℂ] EuclideanSpace ℂ (Fin 3) where
  toFun v := WithLp.toLp 2 (M.mulVec v.ofLp)
  map_add' u v := by ext i; simp [Matrix.mulVec_add]
  map_smul' c v := by ext i; simp [Matrix.mulVec_smul]

/-- The first two basis vectors of the three-state space. -/
def pair (j : Fin 2) : EuclideanSpace ℂ (Fin 3) :=
  WithLp.toLp 2 ((![![1, 0, 0], ![0, 1, 0]] : Fin 2 → Fin 3 → ℂ) j)

/-- A three-state model with a twofold level at energy 0, split to first order into 1 and -1, has
third-order energy -1/2 for its first state. -/
theorem degenerateLevel_witness :
    DegenerateLevel (act !![0, 0, 0; 0, 0, 0; 0, 0, 1]) (act !![1, 0, 1; 0, -1, 1; 1, 1, 0])
      (act !![0, 0, 0; 0, 0, 0; 0, 0, -1]) 0 pair ![1, -1] ∧
    HasThirdOrderEnergy (act !![0, 0, 0; 0, 0, 0; 0, 0, 1])
      (act !![1, 0, 1; 0, -1, 1; 1, 1, 0]) 0 (pair 0) (-1 / 2) := by
  have h : DegenerateLevel (act !![0, 0, 0; 0, 0, 0; 0, 0, 1])
      (act !![1, 0, 1; 0, -1, 1; 1, 1, 0])
      (act !![0, 0, 0; 0, 0, 0; 0, 0, -1]) 0 pair ![1, -1] := by
    refine ⟨fun u v => ?_, fun u v => ?_, fun i j => ?_, fun j => ?_, fun ψ hψ => ?_,
      fun i j => ?_, fun φ => ?_, fun j φ => ?_⟩
    · simp [act, PiLp.inner_apply, Fin.sum_univ_three, dotProduct]
    · simp [act, PiLp.inner_apply, Fin.sum_univ_three, Matrix.mulVec, dotProduct]
      ring
    · rw [PiLp.inner_apply, Fin.sum_univ_three]
      fin_cases i <;> fin_cases j <;> simp [pair]
    · ext i
      fin_cases j <;> fin_cases i <;>
        simp [act, pair, Fin.sum_univ_three, Matrix.mulVec, dotProduct]
    · have h2 := congrArg (fun v : EuclideanSpace ℂ (Fin 3) => v.ofLp 2) hψ
      simp [act, Fin.sum_univ_three, Matrix.mulVec, dotProduct] at h2
      ext i
      fin_cases i <;> simp [pair, PiLp.inner_apply, Fin.sum_univ_three, Fin.sum_univ_two, h2]
    · fin_cases i <;> fin_cases j <;>
        simp [act, pair, PiLp.inner_apply, Fin.sum_univ_three, Matrix.mulVec, dotProduct]
    · ext i
      fin_cases i <;> simp [act, pair, PiLp.inner_apply, Fin.sum_univ_three, Fin.sum_univ_two,
        Matrix.mulVec, dotProduct]
    · fin_cases j <;>
        simp [act, pair, PiLp.inner_apply, Fin.sum_univ_three, Matrix.mulVec, dotProduct]
  refine ⟨h, (twofold_level h (by norm_num) _).2 ?_⟩
  simp [act, pair, PiLp.inner_apply, Fin.sum_univ_three, Matrix.mulVec, dotProduct]
  norm_num

end

end DegenerateThirdOrder
```

```lean
#print axioms DegenerateThirdOrder.third_order_energy_iff
-- 'DegenerateThirdOrder.third_order_energy_iff' depends on axioms: [propext, Classical.choice, Quot.sound]
#print axioms DegenerateThirdOrder.twofold_level
-- 'DegenerateThirdOrder.twofold_level' depends on axioms: [propext, Classical.choice, Quot.sound]
#print axioms DegenerateThirdOrder.sum_rule
-- 'DegenerateThirdOrder.sum_rule' depends on axioms: [propext, Classical.choice, Quot.sound]
```

## How the proof follows the derivation

`resolvent_symm` proves the symmetry of $R$, and `first_order` the equation for $\varphi$. In `energy_formula`, `congrArg` takes inner products of the perturbation equations and `linear_combination` combines the results. There `hψ` is the decomposition of $\psi_1$, `hw` the relation for $w_j$, `hE₃` the Hermiticity step and `hc` the coupling sum. This direction needs no distinctness: if $x_j=x_k$ with $j\ne k$, `hw` forces $w_j=0$.

`adjust` chooses the $u_j$, and is where distinctness enters. `exists_energy` applies it twice to build the solution, and the equivalence follows by comparing any proposed value with the constructed one.

`sum_rule` shows that, when every $b_k$ has a solution, the coupling terms cancel in the sum over the level: exchanging $j$ and $k$ keeps the numerator and changes the sign of the denominator. `degenerateLevel_witness` verifies the assumptions for the three-state example and its value $-1/2$.
